# Inclusion and exclusion for sums over three electrons in distinct orbitals

Let `S` be a finite set of orbitals, each labelled by a pair of integers and holding at most one electron, and let `g` be any integer-valued function of the total of the occupied labels. `three_electron_sum` says that six times the sum of `g` over the three-electron occupations of `S` equals the sum over all ordered triples, minus three times the sum of `g (x + x + y)` over all `x` and `y`, plus twice the sum of `g (x + x + x)`. It is a counting identity, with no Hamiltonian or interaction in it. The attempt adds orbitals to `S` one at a time, splits the occupations by whether the new orbital `a` is filled, and uses the two-electron identity for those where it is.

An attempt in Lean 4 with a fault in it:

```lean
import Mathlib

open Finset

noncomputable section

namespace ThreeElectronSum

local notation "𝓜" l:max => Icc (-((l : ℕ) : ℤ)) ((l : ℕ) : ℤ)
local notation "δ[" p "]" => (if p then (1 : ℤ) else 0)

/-- For `a` not in `S`, a sum of `g` (total) over the `(n+1)`-element subsets of `insert a S` is the
sum over those that leave `a` empty plus the sum over those that occupy it; the latter runs over the
`n`-element subsets of `S`, with the total shifted by `a`. -/
theorem sum_add_orbital {S : Finset (ℤ × ℤ)} {a : ℤ × ℤ} (ha : a ∉ S) (n : ℕ)
    (g : ℤ × ℤ → ℤ) :
    ∑ s ∈ powersetCard (n + 1) (insert a S), g (∑ p ∈ s, p) =
      ∑ s ∈ powersetCard (n + 1) S, g (∑ p ∈ s, p) +
        ∑ s ∈ powersetCard n S, g (a + ∑ p ∈ s, p) := by
  have hn : ∀ k, ∀ s ∈ powersetCard k S, a ∉ s :=
    fun k s hs h => ha ((mem_powersetCard.1 hs).1 h)
  rw [powersetCard_succ_insert ha, sum_union, sum_image]
  · congr 1
    exact sum_congr rfl fun s hs => by rw [sum_insert (hn n s hs)]
  · intro s hs t ht h
    have h' : insert a s = insert a t := h
    rw [← erase_insert (hn n s (mem_coe.1 hs)), h', erase_insert (hn n t (mem_coe.1 ht))]
  · rw [disjoint_left]
    intro s hs ht
    obtain ⟨u, _, rfl⟩ := mem_image.1 ht
    exact hn _ _ hs (mem_insert_self a u)

/-- Twice a sum over pairs of different orbitals is the sum over ordered pairs without the
coincidences. -/
theorem two_electron_sum (S : Finset (ℤ × ℤ)) (g : ℤ × ℤ → ℤ) :
    2 * ∑ s ∈ powersetCard 2 S, g (∑ p ∈ s, p) =
      ∑ x ∈ S, ∑ y ∈ S, g (x + y) - ∑ x ∈ S, g (x + x) := by
  induction S using Finset.induction_on with
  | empty =>
    have e : powersetCard 2 (∅ : Finset (ℤ × ℤ)) = ∅ := powersetCard_eq_empty.2 (by simp)
    simp [e]
  | insert a S ha ih =>
    have h1 : ∑ s ∈ powersetCard 1 S, g (a + ∑ p ∈ s, p) = ∑ x ∈ S, g (a + x) := by
      simp [powersetCard_one]
    have h2 : ∑ x ∈ S, g (x + a) = ∑ x ∈ S, g (a + x) :=
      sum_congr rfl fun x _ => congrArg g (by abel)
    rw [sum_add_orbital ha 1 g, h1]
    simp only [sum_insert ha, sum_add_distrib]
    linarith

/-- Six times a sum over triples of different orbitals follows from ordered triples by
inclusion and exclusion of coincidences. -/
theorem three_electron_sum (S : Finset (ℤ × ℤ)) (g : ℤ × ℤ → ℤ) :
    6 * ∑ s ∈ powersetCard 3 S, g (∑ p ∈ s, p) =
      ∑ x ∈ S, ∑ y ∈ S, ∑ z ∈ S, g (x + y + z) - 3 * ∑ x ∈ S, ∑ y ∈ S, g (x + x + y) +
        2 * ∑ x ∈ S, g (x + x + x) := by
  induction S using Finset.induction_on with
  | empty =>
    have e : powersetCard 3 (∅ : Finset (ℤ × ℤ)) = ∅ := powersetCard_eq_empty.2 (by simp)
    simp [e]
  | insert a S ha ih =>
    have p := two_electron_sum S (fun v => g (a + v))
    rw [sum_add_orbital ha 2 g]
    simp only [sum_insert ha, sum_add_distrib, add_comm, add_left_comm, add_assoc] at p ih ⊢
    linarith

end ThreeElectronSum
```

Messages:

```
Main.lean:64:4: error: Tactic `simp` failed with a nested error:
(deterministic) timeout at `«Lean.Meta.acLt»`, maximum number of heartbeats (200000) has been reached

Note: Use `set_option maxHeartbeats <num>` to set the limit.

Hint: Additional diagnostic information may be available using the `set_option diagnostics true` command.
```

What went wrong. The message says that `simp` ran out of heartbeats in `acLt`, the comparison of terms by which it decides whether a reordering lemma such as `add_comm` may be applied. The reordering was wanted inside `g`, so that `linarith` would see `g (a + y + a)` and `g (a + a + y)` as the same. But `add_comm`, `add_left_comm` and `add_assoc` apply to every addition, so `simp` also had to sort the long integer sums made by `sum_insert` and `sum_add_distrib`, which `linarith` can handle in any order.

The repair drops the three lemmas and leaves `simp only` to expand the goal. The equations `e1` to `e3` and `d1` to `d3` state the six reorderings needed inside `g`, each proved by `abel`, and `linarith` takes them from the context. As `simp` no longer runs on `p`, `beta_reduce` makes sure that `p` speaks of `g (a + …)` directly, without an applied `fun`.

After these edits no error is left:

```diff
@@ -61,6 +61,20 @@
   | insert a S ha ih =>
     have p := two_electron_sum S (fun v => g (a + v))
+    beta_reduce at p
+    -- bring the new orbital to the front in every sum
+    have e1 : ∑ y ∈ S, g (a + y + a) = ∑ y ∈ S, g (a + a + y) :=
+      sum_congr rfl fun y _ => congrArg g (by abel)
+    have e2 : ∑ y ∈ S, g (y + a + a) = ∑ y ∈ S, g (a + a + y) :=
+      sum_congr rfl fun y _ => congrArg g (by abel)
+    have e3 : ∑ y ∈ S, g (y + y + a) = ∑ y ∈ S, g (a + (y + y)) :=
+      sum_congr rfl fun y _ => congrArg g (by abel)
+    have d1 : ∑ x ∈ S, ∑ y ∈ S, g (a + x + y) = ∑ x ∈ S, ∑ y ∈ S, g (a + (x + y)) :=
+      sum_congr rfl fun x _ => sum_congr rfl fun y _ => congrArg g (by abel)
+    have d2 : ∑ x ∈ S, ∑ y ∈ S, g (x + a + y) = ∑ x ∈ S, ∑ y ∈ S, g (a + (x + y)) :=
+      sum_congr rfl fun x _ => sum_congr rfl fun y _ => congrArg g (by abel)
+    have d3 : ∑ x ∈ S, ∑ y ∈ S, g (x + y + a) = ∑ x ∈ S, ∑ y ∈ S, g (a + (x + y)) :=
+      sum_congr rfl fun x _ => sum_congr rfl fun y _ => congrArg g (by abel)
     rw [sum_add_orbital ha 2 g]
-    simp only [sum_insert ha, sum_add_distrib, add_comm, add_left_comm, add_assoc] at p ih ⊢
+    simp only [sum_insert ha, sum_add_distrib]
     linarith
 
```
